# In atomic units, omitting the boost of a finite-point orbital density within rc of a centre gives an excitation probability of at most ‖v‖² rc²

## Setting an ion in motion

When an ion is given velocity v at the start of an Ehrenfest run, one has to decide whether the orbitals that move with it get the phase factor exp(i⟨v,r⟩). Without the factor, an orbital is at rest in the laboratory while its nucleus moves, and seen from the nucleus it is partly excited. For a single orbital whose density is modelled by finitely many weighted points within rc of a centre, ‖v‖² rc² is an upper bound on the excitation probability, available before the run; the actual value can be much smaller. For a core orbital that is propagated explicitly, rc could be a radius beyond which its density is negligible, and the bound then holds approximately.

## The overlap with the boosted orbital

The boosted copy of an orbital φ is exp(i⟨v,r⟩)φ, so its overlap with φ depends only on the density |φ|². Let the density have weights p_k ≥ 0 with Σ_k p_k = 1 at points x_k, and write θ_k = ⟨v,x_k⟩. The overlap and the spurious excitation probability are

O = Σ_k p_k exp(iθ_k),  P = 1 − |O|².

P is the probability of not finding the frozen orbital, meaning the one left without the phase factor, in the boosted one. If ‖x_k − c‖ ≤ rc for every k, then

0 ≤ P ≤ ‖v‖² rc².

The centre c is normally the nucleus; c = 0 gives the condition ‖x_k‖ ≤ rc.

## From phase differences to the bound

Separating real and imaginary parts gives

|O|² = (Σ_k p_k cos θ_k)² + (Σ_k p_k sin θ_k)² = Σ_j Σ_k p_j p_k cos(θ_j − θ_k).

Since Σ_j Σ_k p_j p_k = 1,

P = Σ_j Σ_k p_j p_k [1 − cos(θ_j − θ_k)].

Every term is non-negative, so P ≥ 0. With 1 − cos u ≤ u²/2,

P ≤ ½ Σ_j Σ_k p_j p_k (θ_j − θ_k)² = Σ_k p_k θ_k² − (Σ_k p_k θ_k)² = V,

where V is the variance of the phase. Put θ_c = ⟨v,c⟩. Expanding the square gives

Σ_k p_k (θ_k − θ_c)² = V + (Σ_k p_k θ_k − θ_c)² ≥ V.

By Cauchy–Schwarz, |θ_k − θ_c| = |⟨v,x_k − c⟩| ≤ ‖v‖ rc, so the left side is at most ‖v‖² rc².

## Zero excitation and the best constant

P = 0 exactly when every term of the pair sum vanishes, that is, when the phases at all points of positive weight agree modulo 2π. The boost then multiplies the orbital by a global phase at these points. For v ≠ 0 this can happen only because the density is made of points: the planes on which the phases agree have zero volume, so an orbital with an ordinary density in ℝ³ has P > 0.

For weights ½ at x and −x, the sine sum cancels and P = 1 − cos²⟨v,x⟩ = sin²⟨v,x⟩. With v = t x and x ≠ 0,

P / (‖v‖² ‖x‖²) = sin²(t‖x‖²) / (t²‖x‖⁴) → 1 as t → 0.

Here c = 0 and rc = ‖x‖, so no prefactor below 1 would serve for all densities.

## How the file states it

`ι` labels the points and `E` is any real inner-product space, physically ℝ³. `boostOverlap`, `excitationProb` and `phaseVariance` are O, P and V. In `excitationProb_bounds`, `hp0` and `hp` make `p` a normalised density, and `hx` confines it. This confinement is assumed; a real orbital has a tail. The model has no time evolution and no many-electron state. For ‖v‖ rc ≥ 1 the upper bound says nothing new, since P ≤ 1 anyway.

A probability measure on `E` could replace the weights. This would admit continuous densities, turn the sums into integrals, and make the zero criterion a statement about almost every pair of points.

In Lean 4 with Mathlib:

```lean
import Mathlib

open Filter Topology

namespace FrozenOrbitalBoost

noncomputable section

variable {ι E : Type*} [Fintype ι] [NormedAddCommGroup E] [InnerProductSpace ℝ E]

/-- Overlap of a frozen orbital with its copy boosted to velocity `v`, for an orbital
density with weights `p k` at the points `x k` (atomic units). -/
def boostOverlap (p : ι → ℝ) (x : ι → E) (v : E) : ℂ :=
  ∑ k, (p k : ℂ) * Complex.exp (((inner ℝ v (x k) : ℝ) : ℂ) * Complex.I)

/-- Spurious excitation probability: one minus the squared modulus of the overlap between
the frozen and the boosted orbital. -/
def excitationProb (p : ι → ℝ) (x : ι → E) (v : E) : ℝ :=
  1 - ‖boostOverlap p x v‖ ^ 2

/-- Variance of the boost phase `⟨v, x⟩` in the orbital density. -/
def phaseVariance (p : ι → ℝ) (x : ι → E) (v : E) : ℝ :=
  ∑ k, p k * (inner ℝ v (x k)) ^ 2 - (∑ k, p k * inner ℝ v (x k)) ^ 2

/-- The squared modulus of the overlap is the sum of the squares of two weighted sums, one of the
cosine and one of the sine of the boost phase. -/
theorem norm_sq_boostOverlap (p : ι → ℝ) (x : ι → E) (v : E) :
    ‖boostOverlap p x v‖ ^ 2 =
      (∑ k, p k * Real.cos (inner ℝ v (x k))) ^ 2 +
      (∑ k, p k * Real.sin (inner ℝ v (x k))) ^ 2 := by
  have hre : (boostOverlap p x v).re = ∑ k, p k * Real.cos (inner ℝ v (x k)) := by
    simp only [boostOverlap, Complex.re_sum, Complex.re_ofReal_mul,
      Complex.exp_ofReal_mul_I_re]
  have him : (boostOverlap p x v).im = ∑ k, p k * Real.sin (inner ℝ v (x k)) := by
    simp only [boostOverlap, Complex.im_sum, Complex.im_ofReal_mul,
      Complex.exp_ofReal_mul_I_im]
  rw [Complex.sq_norm, Complex.normSq_apply, hre, him]
  ring

/-- For a normalised density, the excitation probability is a sum over pairs of points,
each pair contributing through its difference of boost phases. -/
theorem excitationProb_eq_pair_sum (p : ι → ℝ) (x : ι → E) (v : E) (hp : ∑ k, p k = 1) :
    excitationProb p x v =
      ∑ j, ∑ k, p j * p k * (1 - Real.cos (inner ℝ v (x j) - inner ℝ v (x k))) := by
  have h1 : ∑ j, ∑ k, p j * p k = 1 := by
    rw [← Finset.sum_mul_sum, hp, one_mul]
  have h2 : ∑ j, ∑ k, p j * p k * Real.cos (inner ℝ v (x j) - inner ℝ v (x k)) =
      (∑ k, p k * Real.cos (inner ℝ v (x k))) ^ 2 +
      (∑ k, p k * Real.sin (inner ℝ v (x k))) ^ 2 := by
    rw [sq, sq, Finset.sum_mul_sum, Finset.sum_mul_sum, ← Finset.sum_add_distrib]
    refine Finset.sum_congr rfl fun j _ => ?_
    rw [← Finset.sum_add_distrib]
    refine Finset.sum_congr rfl fun k _ => ?_
    rw [Real.cos_sub]
    ring
  rw [excitationProb, norm_sq_boostOverlap, ← h2]
  simp only [mul_sub, mul_one, Finset.sum_sub_distrib, h1]

/-- The excitation probability is at most the variance of the boost phase in the
orbital density. -/
theorem excitationProb_le_phaseVariance (p : ι → ℝ) (x : ι → E) (v : E)
    (hp0 : ∀ k, 0 ≤ p k) (hp : ∑ k, p k = 1) :
    excitationProb p x v ≤ phaseVariance p x v := by
  have e : ∀ j k, p j * p k * ((inner ℝ v (x j) - inner ℝ v (x k)) ^ 2 / 2) =
      (1 / 2) * ((p j * (inner ℝ v (x j)) ^ 2) * p k) +
      (1 / 2) * (p j * (p k * (inner ℝ v (x k)) ^ 2)) -
      (p j * inner ℝ v (x j)) * (p k * inner ℝ v (x k)) := fun j k => by ring
  rw [excitationProb_eq_pair_sum p x v hp]
  calc
    _ ≤ ∑ j, ∑ k, p j * p k * ((inner ℝ v (x j) - inner ℝ v (x k)) ^ 2 / 2) := by
      refine Finset.sum_le_sum fun j _ => Finset.sum_le_sum fun k _ => ?_
      refine mul_le_mul_of_nonneg_left ?_ (mul_nonneg (hp0 j) (hp0 k))
      linarith [Real.one_sub_sq_div_two_le_cos (x := inner ℝ v (x j) - inner ℝ v (x k))]
    _ = phaseVariance p x v := by
      simp only [e, phaseVariance, Finset.sum_sub_distrib, Finset.sum_add_distrib,
        ← Finset.mul_sum, ← Finset.sum_mul, hp]
      ring

/-- If the orbital density lies within distance `rc` of a centre `c`, the spurious excitation
probability at velocity `v` lies between `0` and `‖v‖² rc²`. -/
theorem excitationProb_bounds (p : ι → ℝ) (x : ι → E) (c v : E) (rc : ℝ)
    (hp0 : ∀ k, 0 ≤ p k) (hp : ∑ k, p k = 1) (hx : ∀ k, ‖x k - c‖ ≤ rc) :
    0 ≤ excitationProb p x v ∧ excitationProb p x v ≤ ‖v‖ ^ 2 * rc ^ 2 := by
  constructor
  · rw [excitationProb_eq_pair_sum p x v hp]
    refine Finset.sum_nonneg fun j _ => Finset.sum_nonneg fun k _ => ?_
    exact mul_nonneg (mul_nonneg (hp0 j) (hp0 k)) (sub_nonneg.mpr (Real.cos_le_one _))
  · -- the second moment about the centre dominates the variance
    have e : ∀ k, p k * (inner ℝ v (x k) - inner ℝ v c) ^ 2 =
        p k * (inner ℝ v (x k)) ^ 2 - (2 * inner ℝ v c) * (p k * inner ℝ v (x k)) +
        (inner ℝ v c) ^ 2 * p k := fun k => by ring
    have hm : ∑ k, p k * (inner ℝ v (x k) - inner ℝ v c) ^ 2 =
        ∑ k, p k * (inner ℝ v (x k)) ^ 2 -
        (2 * inner ℝ v c) * (∑ k, p k * inner ℝ v (x k)) + (inner ℝ v c) ^ 2 := by
      simp only [e, Finset.sum_add_distrib, Finset.sum_sub_distrib, ← Finset.mul_sum,
        hp, mul_one]
    -- Cauchy-Schwarz at each point
    have hb : ∑ k, p k * (inner ℝ v (x k) - inner ℝ v c) ^ 2 ≤ ‖v‖ ^ 2 * rc ^ 2 := by
      calc
        _ ≤ ∑ k, p k * (‖v‖ ^ 2 * rc ^ 2) := by
          refine Finset.sum_le_sum fun k _ => mul_le_mul_of_nonneg_left ?_ (hp0 k)
          rw [← inner_sub_right, ← sq_abs, ← mul_pow]
          exact pow_le_pow_left₀ (abs_nonneg _) ((abs_real_inner_le_norm _ _).trans
            (mul_le_mul_of_nonneg_left (hx k) (norm_nonneg v))) 2
        _ = ‖v‖ ^ 2 * rc ^ 2 := by rw [← Finset.sum_mul, hp, one_mul]
    have hv := excitationProb_le_phaseVariance p x v hp0 hp
    rw [phaseVariance] at hv
    nlinarith [sq_nonneg (∑ k, p k * inner ℝ v (x k) - inner ℝ v c)]

/-- The spurious excitation vanishes exactly when the boost phases at all points of nonzero
weight agree up to multiples of `2π`. -/
theorem excitationProb_eq_zero_iff (p : ι → ℝ) (x : ι → E) (v : E)
    (hp0 : ∀ k, 0 ≤ p k) (hp : ∑ k, p k = 1) :
    excitationProb p x v = 0 ↔ ∀ j k, 0 < p j → 0 < p k →
      ∃ n : ℤ, (n : ℝ) * (2 * Real.pi) = inner ℝ v (x j) - inner ℝ v (x k) := by
  have nn : ∀ j k, 0 ≤ p j * p k * (1 - Real.cos (inner ℝ v (x j) - inner ℝ v (x k))) :=
    fun j k => mul_nonneg (mul_nonneg (hp0 j) (hp0 k)) (sub_nonneg.mpr (Real.cos_le_one _))
  rw [excitationProb_eq_pair_sum p x v hp,
    Finset.sum_eq_zero_iff_of_nonneg (fun j _ => Finset.sum_nonneg fun k _ => nn j k)]
  constructor
  · intro h j k hj hk
    have h1 := (Finset.sum_eq_zero_iff_of_nonneg (fun k _ => nn j k)).mp
      (h j (Finset.mem_univ j)) k (Finset.mem_univ k)
    have h2 := (mul_eq_zero.mp h1).resolve_left (mul_pos hj hk).ne'
    exact (Real.cos_eq_one_iff _).mp (by linarith)
  · intro h j _
    refine Finset.sum_eq_zero fun k _ => ?_
    rcases (hp0 j).eq_or_lt with hj | hj
    · rw [← hj]; ring
    rcases (hp0 k).eq_or_lt with hk | hk
    · rw [← hk]; ring
    rw [(Real.cos_eq_one_iff _).mpr (h j k hj hk)]
    ring

/-- An orbital density split equally between `x` and `-x` has excitation probability
`sin² ⟨v, x⟩`. -/
theorem excitationProb_two_point (x v : E) :
    excitationProb (fun _ : Fin 2 => (1 / 2 : ℝ)) ![x, -x] v =
      Real.sin (inner ℝ v x) ^ 2 := by
  rw [excitationProb, norm_sq_boostOverlap]
  simp only [Fin.sum_univ_two, Matrix.cons_val_zero, Matrix.cons_val_one,
    inner_neg_right, Real.cos_neg, Real.sin_neg]
  linear_combination -Real.sin_sq_add_cos_sq (inner ℝ v x)

/-- For the density split equally between `x` and `-x`, boosted along `x`, the ratio of the
excitation probability to `‖v‖² ‖x‖²` tends to one at small velocity. -/
theorem excitationProb_bound_sharp (x : E) (hx : x ≠ 0) :
    Tendsto (fun t : ℝ => excitationProb (fun _ : Fin 2 => (1 / 2 : ℝ)) ![x, -x] (t • x) /
      (‖t • x‖ ^ 2 * ‖x‖ ^ 2)) (𝓝[≠] 0) (𝓝 1) := by
  have hn : ‖x‖ ≠ 0 := norm_ne_zero_iff.mpr hx
  have h0 : HasDerivAt (fun t : ℝ => t * ‖x‖ ^ 2) (‖x‖ ^ 2) 0 := hasDerivAt_mul_const _
  have hd : HasDerivAt (fun t : ℝ => Real.sin (t * ‖x‖ ^ 2)) (‖x‖ ^ 2) 0 := by
    simpa using h0.sin
  -- the difference quotient of the sine gives the limit
  have h2 := ((hasDerivAt_iff_tendsto_slope.mp hd).div_const (‖x‖ ^ 2)).pow 2
  rw [div_self (pow_ne_zero 2 hn), one_pow] at h2
  refine h2.congr' ?_
  filter_upwards [self_mem_nhdsWithin] with t ht
  have ht0 : t ≠ 0 := ht
  rw [excitationProb_two_point, real_inner_smul_left, real_inner_self_eq_norm_sq,
    norm_smul, mul_pow, Real.norm_eq_abs, sq_abs, slope_def_field]
  simp only [zero_mul, Real.sin_zero, sub_zero]
  field_simp

end

end FrozenOrbitalBoost
```

```lean
#print axioms FrozenOrbitalBoost.excitationProb_bounds
-- 'FrozenOrbitalBoost.excitationProb_bounds' depends on axioms: [propext, Classical.choice, Quot.sound]
#print axioms FrozenOrbitalBoost.excitationProb_eq_zero_iff
-- 'FrozenOrbitalBoost.excitationProb_eq_zero_iff' depends on axioms: [propext, Classical.choice, Quot.sound]
#print axioms FrozenOrbitalBoost.excitationProb_two_point
-- 'FrozenOrbitalBoost.excitationProb_two_point' depends on axioms: [propext, Classical.choice, Quot.sound]
#print axioms FrozenOrbitalBoost.excitationProb_bound_sharp
-- 'FrozenOrbitalBoost.excitationProb_bound_sharp' depends on axioms: [propext, Classical.choice, Quot.sound]
```

## How the proof runs

`norm_sq_boostOverlap` computes the real and imaginary parts. `excitationProb_eq_pair_sum` multiplies out the squares with `Finset.sum_mul_sum` and combines them by `Real.cos_sub`.

`excitationProb_le_phaseVariance` applies `Real.one_sub_sq_div_two_le_cos` to each pair, then reduces the double sum to V. In `excitationProb_bounds`, `hm` expands the second moment about θ_c and `hb` is the Cauchy–Schwarz step; the closing `nlinarith` uses the square (Σ_k p_k θ_k − θ_c)² ≥ 0.

`excitationProb_eq_zero_iff` uses the fact that a sum of non-negative terms vanishes only if each term does, and `Real.cos_eq_one_iff` supplies the integer `n`. `excitationProb_two_point` evaluates the two-point sums. `excitationProb_bound_sharp` reads the limit off the derivative of sin(t‖x‖²) at t = 0: the difference quotient, divided by ‖x‖² and squared, equals the required ratio for t ≠ 0.
